# Strictly convex repulsion on a ring at filling $1/q$ has exactly $q$ ground states, all equally spaced

Which arrangements of $N\ge1$ repelling charges on a ring of $L=qN$ sites, $q\ge1$, have the least energy? An arrangement is modelled as a set of $N$ occupied sites: the charges are classical and identical, no site holds two of them, and translated patterns count separately.

## The minimum and its degeneracy

Let $V(d)$ be the pair energy at separation $d$, with $V(L-d)=V(d)$ and $V(d)+V(d+2)>2V(d+1)$ whenever $d\ge1$ and $d+2<L$. The first condition says that both ways around the ring are equivalent; together the two make the pair energy fall by ever smaller steps up to half the ring. For occupied sites $x_0<\dots<x_{N-1}$,

$$E=\sum_{i<j}V(x_j-x_i)\ \ge\ E_0=\sum_{i<j}V(q(j-i)),$$

with equality exactly for $\{r,r+q,\dots,r+(N-1)q\}$, $0\le r<q$.

## Reference values for a diagonal Hamiltonian

The sites can stand for the orbitals of one Landau level on a thin torus, occupied by spin-polarised electrons. With hopping between orbitals neglected, the equally spaced sets are the lowest-energy occupation patterns at filling $1/q$, provided that the remaining pair energy meets the two conditions above. For $N$ electrons, an exact-diagonalisation code restricted to such diagonal terms should return $E_0$ as its lowest eigenvalue, with multiplicity $q$ when all momentum sectors are counted together. A double sum over ordered pairs gives $2E_0$.

## Supporting lines and force balance

Take $q\ge2$ and set $s_k=\tfrac12[V(qk+1)-V(qk-1)]$ for $1\le k\le N-1$. By convexity the increments $V(e+1)-V(e)$ grow with $e$. Since $s_k$ averages the two increments next to $qk$, it exceeds all those below $qk$ and is smaller than all those above. Summing increments from $qk$ to $d$ gives

$$V(d)\ge V(qk)+s_k(d-qk),$$

strictly unless $d=qk$.

Put $k=j-i$, $d=x_j-x_i$ and $y_i=x_i-qi$, so that $d-qk=y_j-y_i$. Summed over pairs, the linear terms give $y_j$ the coefficient

$$\sum_{k=1}^{j}s_k-\sum_{k=1}^{N-1-j}s_k.$$

Mirror symmetry gives $s_{N-k}=-s_k$, which turns this into $\sum_{k=1}^{N-1}s_k=0$. Hence $E\ge E_0$.

Equality forces $x_j=x_0+qj$, and $x_{N-1}<qN$ then gives $x_0<q$. Conversely, each $r<q$ gives a pattern that fits and has energy $E_0$. These patterns differ, because $r$ is the only occupied site below $q$. For $q=1$ the ring is full and there is one arrangement.

```lean
import Mathlib

open Finset

namespace ThinTorusHall

noncomputable section

/-- A pair energy on a ring of `L` sites that is the same both ways around the ring and strictly
convex on the separations `1, ..., L - 1`. -/
structure ConvexRepulsion (V : ℕ → ℝ) (L : ℕ) : Prop where
  mirror : ∀ d, 0 < d → d < L → V (L - d) = V d
  convex : ∀ d, 0 < d → d + 2 < L → 2 * V (d + 1) < V d + V (d + 2)

/-- The total energy of particles on the sites `S`: each occupied pair counts once. -/
def energy (V : ℕ → ℝ) (S : Finset ℕ) : ℝ :=
  ∑ b ∈ S, ∑ a ∈ S.filter (fun a => a < b), V (b - a)

/-- `N` particles on distinct sites of the ring with sites `0, ..., q N - 1`. -/
def IsConfiguration (q N : ℕ) (S : Finset ℕ) : Prop :=
  S ⊆ range (q * N) ∧ S.card = N

/-- A configuration whose energy is at most that of every other configuration. -/
def IsGroundState (V : ℕ → ℝ) (q N : ℕ) (S : Finset ℕ) : Prop :=
  IsConfiguration q N S ∧ ∀ T, IsConfiguration q N T → energy V S ≤ energy V T

/-- The equally spaced pattern `r, r + q, ..., r + (N - 1) q`. -/
def crystal (q N r : ℕ) : Finset ℕ := (range N).image (fun i => r + q * i)

/-- For particles listed in increasing order of position, the energy is a sum over pairs of
labels. -/
theorem energy_ordered (V : ℕ → ℝ) {N : ℕ} {x : ℕ → ℕ}
    (hx : ∀ i j, i < j → j < N → x i < x j) :
    energy V ((range N).image x) = ∑ j ∈ range N, ∑ i ∈ range j, V (x j - x i) := by
  have inj : ∀ M, M ≤ N → Set.InjOn x (range M : Finset ℕ) := by
    intro M hM i hi j hj h
    have hi' := mem_range.mp (mem_coe.mp hi)
    have hj' := mem_range.mp (mem_coe.mp hj)
    rcases lt_trichotomy i j with h1 | h1 | h1
    · have := hx i j h1 (by omega)
      omega
    · exact h1
    · have := hx j i h1 (by omega)
      omega
  unfold energy
  rw [sum_image (inj N le_rfl)]
  refine sum_congr rfl fun j hj => ?_
  have hj' := mem_range.mp hj
  -- the particles to the left of particle `j` are those with smaller label
  have hf : ((range N).image x).filter (fun a => a < x j) = (range j).image x := by
    ext a
    simp only [mem_filter, mem_image, mem_range]
    constructor
    · rintro ⟨⟨i, hi, rfl⟩, h⟩
      refine ⟨i, ?_, rfl⟩
      by_contra hc
      rcases Nat.lt_or_ge j i with h1 | h1
      · have := hx j i h1 hi
        omega
      · have h2 : i = j := by omega
        rw [h2] at h
        omega
    · rintro ⟨i, hi, rfl⟩
      exact ⟨⟨i, by omega, rfl⟩, hx i j hi hj'⟩
  rw [hf, sum_image (inj j hj'.le)]

/-- A strictly convex repulsion lies strictly above the line through `(m, V m)` whose slope is the
central difference at `m`, at every separation `d ≠ m` on the ring, for `2 ≤ m ≤ L - 2`. -/
theorem supporting_line {V : ℕ → ℝ} {L m d : ℕ} (hV : ConvexRepulsion V L) (hm : 2 ≤ m)
    (hmL : m + 1 < L) (hd : 0 < d) (hdL : d < L) (hne : d ≠ m) :
    V m + (V (m + 1) - V (m - 1)) / 2 * ((d : ℝ) - (m : ℝ)) < V d := by
  obtain ⟨p, rfl⟩ : ∃ p, m = p + 1 := ⟨m - 1, by omega⟩
  obtain ⟨s, hs⟩ : ∃ s, s = (V (p + 1 + 1) - V (p + 1 - 1)) / 2 := ⟨_, rfl⟩
  rw [← hs]
  rw [Nat.add_sub_cancel] at hs
  have c0 : 2 * V (p + 1) < V p + V (p + 1 + 1) := hV.convex p (by omega) (by omega)
  rcases lt_or_gt_of_ne hne with h | h
  · -- shorter separations, by downward induction
    have down : ∀ n e : ℕ, 0 < e → e + n = p →
        V (p + 1) - s * ((n : ℝ) + 1) < V e ∧ V (e + 1) - V e < s := by
      intro n
      induction n with
      | zero =>
        intro e _ h1
        have h2 : e = p := by omega
        rw [h2, Nat.cast_zero]
        constructor <;> linarith
      | succ n ih =>
        intro e he h1
        obtain ⟨h2, h3⟩ := ih (e + 1) (by omega) (by omega)
        have c : 2 * V (e + 1) < V e + V (e + 1 + 1) := hV.convex e he (by omega)
        rw [Nat.cast_add, Nat.cast_one]
        constructor <;> linarith
    obtain ⟨n, hn⟩ : ∃ n, d + n = p := ⟨p - d, by omega⟩
    have h1 := (down n d hd hn).1
    have e : (d : ℝ) - ((p + 1 : ℕ) : ℝ) = -((n : ℝ) + 1) := by
      rw [← hn]
      push_cast
      ring
    rw [e]
    linarith
  · -- longer separations, by upward induction
    have up : ∀ n : ℕ, p + 1 + n + 1 < L →
        V (p + 1) + s * ((n : ℝ) + 1) < V (p + 1 + n + 1) ∧
          s < V (p + 1 + n + 1) - V (p + 1 + n) := by
      intro n
      induction n with
      | zero =>
        intro _
        rw [Nat.add_zero, Nat.cast_zero]
        constructor <;> linarith
      | succ n ih =>
        intro h1
        obtain ⟨h2, h3⟩ := ih (by omega)
        have c : 2 * V (p + 1 + n + 1) < V (p + 1 + n) + V (p + 1 + n + 1 + 1) :=
          hV.convex (p + 1 + n) (by omega) (by omega)
        rw [← Nat.add_assoc (p + 1) n 1, Nat.cast_add, Nat.cast_one]
        constructor <;> linarith
    obtain ⟨n, rfl⟩ : ∃ n, d = p + 1 + n + 1 := ⟨d - (p + 2), by omega⟩
    have e : ((p + 1 + n + 1 : ℕ) : ℝ) - ((p + 1 : ℕ) : ℝ) = (n : ℝ) + 1 := by
      push_cast
      ring
    rw [e]
    exact (up n hdL).1

/-- Force balance: if the pair force is odd under `k → N - k`, the energy change of first order in
arbitrary displacements `y` vanishes. -/
theorem force_balance {N : ℕ} {s : ℕ → ℝ} (hs : ∀ k, 0 < k → k < N → s (N - k) = -s k)
    (y : ℕ → ℝ) : ∑ j ∈ range N, ∑ i ∈ range j, s (j - i) * (y j - y i) = 0 := by
  have key : ∀ a b, a + b + 1 = N → ∑ k ∈ range (a + b), s (k + 1) =
      ∑ k ∈ range a, s (k + 1) - ∑ k ∈ range b, s (k + 1) := by
    intro a b hab
    have t : ∑ k ∈ range b, s (a + k + 1) = -∑ k ∈ range b, s (k + 1) := by
      calc ∑ k ∈ range b, s (a + k + 1) = ∑ k ∈ range b, s (a + (b - 1 - k) + 1) :=
            (sum_range_reflect (fun k => s (a + k + 1)) b).symm
        _ = ∑ k ∈ range b, -s (k + 1) := by
            refine sum_congr rfl fun k hk => ?_
            have hk' := mem_range.mp hk
            rw [← hs (k + 1) (by omega) (by omega)]
            congr 1
            omega
        _ = _ := by rw [sum_neg_distrib]
    rw [sum_range_add, t]
    ring
  -- forces from the left and from the right agree
  have bal : ∀ a b, a + b + 1 = N →
      ∑ k ∈ range a, s (k + 1) = ∑ k ∈ range b, s (k + 1) := by
    intro a b hab
    have h1 := key a b hab
    have h2 := key 0 (a + b) (by omega)
    simp only [Nat.zero_add, range_zero, sum_empty] at h2
    linarith
  have left : ∀ j, ∑ i ∈ range j, s (j - i) = ∑ k ∈ range j, s (k + 1) := by
    intro j
    refine (sum_range_reflect (fun i => s (j - i)) j).symm.trans (sum_congr rfl fun k hk => ?_)
    have hk' := mem_range.mp hk
    congr 1
    omega
  have right : ∀ i, ∑ j ∈ Ico (i + 1) N, s (j - i) =
      ∑ k ∈ range (N - (i + 1)), s (k + 1) := by
    intro i
    rw [sum_Ico_eq_sum_range]
    refine sum_congr rfl fun k _ => ?_
    congr 1
    omega
  have swap : ∑ j ∈ range N, ∑ i ∈ range j, s (j - i) * y i =
      ∑ i ∈ range N, ∑ j ∈ Ico (i + 1) N, s (j - i) * y i :=
    sum_comm' (by intro j i; simp only [mem_range, mem_Ico]; omega)
  simp only [mul_sub, sum_sub_distrib]
  rw [swap, ← sum_sub_distrib]
  refine sum_eq_zero fun j hj => ?_
  have hj' := mem_range.mp hj
  rw [← sum_mul, ← sum_mul, left, right, bal j (N - (j + 1)) (by omega), sub_self]

/-- For `q ≥ 2` and a strictly convex repulsion, `N` particles listed in increasing order of
position on the ring of `q N` sites have at least the energy of the equally spaced pattern, and they
reach it only when they are equally spaced. -/
theorem ordered_bound {V : ℕ → ℝ} {q N : ℕ} {x : ℕ → ℕ} (hV : ConvexRepulsion V (q * N))
    (hq : 2 ≤ q) (hx : ∀ i j, i < j → j < N → x i < x j) (hL : ∀ j, j < N → x j < q * N) :
    ∑ j ∈ range N, ∑ i ∈ range j, V (q * (j - i)) ≤
        ∑ j ∈ range N, ∑ i ∈ range j, V (x j - x i) ∧
      (∑ j ∈ range N, ∑ i ∈ range j, V (x j - x i) ≤
        ∑ j ∈ range N, ∑ i ∈ range j, V (q * (j - i)) → ∀ j, j < N → x j = x 0 + q * j) := by
  obtain ⟨s, hs⟩ : ∃ s : ℕ → ℝ, ∀ k, s k = (V (q * k + 1) - V (q * k - 1)) / 2 :=
    ⟨_, fun _ => rfl⟩
  obtain ⟨y, hy⟩ : ∃ y : ℕ → ℝ, ∀ i, y i = (x i : ℝ) - q * i := ⟨_, fun _ => rfl⟩
  obtain ⟨g, hg⟩ : ∃ g : ℕ → ℕ → ℝ, ∀ j i,
      g j i = V (x j - x i) - V (q * (j - i)) - s (j - i) * (y j - y i) := ⟨_, fun _ _ => rfl⟩
  have room : ∀ k, 0 < k → k < N → 2 ≤ q * k ∧ q * k + 1 < q * N := by
    intro k hk hkN
    have h1 := Nat.mul_le_mul_left q (show 1 ≤ k from hk)
    have h2 := Nat.mul_le_mul_left q (show k + 1 ≤ N from hkN)
    rw [mul_one] at h1
    rw [mul_add, mul_one] at h2
    omega
  have odd : ∀ k, 0 < k → k < N → s (N - k) = -s k := by
    intro k hk hkN
    obtain ⟨h1, h2⟩ := room k hk hkN
    have a := hV.mirror (q * k - 1) (by omega) (by omega)
    have b := hV.mirror (q * k + 1) (by omega) (by omega)
    rw [hs (N - k), hs k, Nat.mul_sub,
      show q * N - q * k + 1 = q * N - (q * k - 1) by omega,
      show q * N - q * k - 1 = q * N - (q * k + 1) by omega, a, b]
    ring
  -- the linear terms drop out of the energy difference
  have total : ∑ j ∈ range N, ∑ i ∈ range j, g j i =
      ∑ j ∈ range N, ∑ i ∈ range j, V (x j - x i) -
        ∑ j ∈ range N, ∑ i ∈ range j, V (q * (j - i)) := by
    have b := force_balance odd y
    simp only [hg, sum_sub_distrib]
    linarith
  have off : ∀ j, j < N → ∀ i, i < j →
      y j - y i = ((x j - x i : ℕ) : ℝ) - ((q * (j - i) : ℕ) : ℝ) := by
    intro j hj i hi
    rw [hy, hy, Nat.cast_sub (hx i j hi hj).le, Nat.cast_mul, Nat.cast_sub hi.le]
    ring
  have strict : ∀ j, j < N → ∀ i, i < j → x j - x i ≠ q * (j - i) → 0 < g j i := by
    intro j hj i hi hne
    obtain ⟨h1, h2⟩ := room (j - i) (by omega) (by omega)
    have h3 := hx i j hi hj
    have h4 := hL j hj
    have h := supporting_line hV h1 h2 (by omega) (by omega) hne
    rw [← hs, ← off j hj i hi] at h
    rw [hg]
    linarith
  have nonneg : ∀ j ∈ range N, ∀ i ∈ range j, 0 ≤ g j i := by
    intro j hj i hi
    by_cases h : x j - x i = q * (j - i)
    · refine le_of_eq ?_
      rw [hg, off j (mem_range.mp hj) i (mem_range.mp hi), h]
      ring
    · exact (strict j (mem_range.mp hj) i (mem_range.mp hi) h).le
  constructor
  · have h := sum_nonneg fun j hj => sum_nonneg (nonneg j hj)
    rw [total] at h
    linarith
  · intro hE j hj
    by_contra hc
    rcases Nat.eq_zero_or_pos j with h0 | h0
    · exact hc (by rw [h0, mul_zero, add_zero])
    have h1 := strict j hj 0 h0 (by
      have := hx 0 j h0 hj
      rw [Nat.sub_zero]
      omega)
    have h2 := single_le_sum (nonneg j (mem_range.mpr hj)) (mem_range.mpr h0)
    have h3 := single_le_sum (f := fun j => ∑ i ∈ range j, g j i)
      (fun j hj => sum_nonneg (nonneg j hj)) (mem_range.mpr hj)
    simp only [total] at h3
    linarith

/-- Each equally spaced pattern has the energy `∑ V (q (j - i))` over pairs of labels `i < j`,
whatever its offset `r`, for `q ≥ 1`. -/
theorem energy_crystal (V : ℕ → ℝ) {q : ℕ} (hq : 0 < q) (N r : ℕ) :
    energy V (crystal q N r) = ∑ j ∈ range N, ∑ i ∈ range j, V (q * (j - i)) := by
  unfold crystal
  rw [energy_ordered V (x := fun i => r + q * i)]
  · refine sum_congr rfl fun j _ => sum_congr rfl fun i _ => ?_
    rw [Nat.add_sub_add_left, Nat.mul_sub]
  · intro i j hij _
    have h := Nat.mul_le_mul_left q (show i + 1 ≤ j from hij)
    rw [mul_add, mul_one] at h
    show r + q * i < r + q * j
    omega

/-- At filling `1/q` with at least one particle and a strictly convex repulsion, the ground states
are exactly the equally spaced patterns with offset `r < q`. -/
theorem groundState_iff_crystal {V : ℕ → ℝ} {q N : ℕ} (hN : 0 < N)
    (hV : ConvexRepulsion V (q * N)) (S : Finset ℕ) :
    IsGroundState V q N S ↔ ∃ r < q, S = crystal q N r := by
  have conf : ∀ r < q, IsConfiguration q N (crystal q N r) := by
    intro r hr
    constructor
    · intro a ha
      obtain ⟨i, hi, rfl⟩ := mem_image.mp ha
      have h := Nat.mul_le_mul_left q (show i + 1 ≤ N from mem_range.mp hi)
      rw [mul_add, mul_one] at h
      exact mem_range.mpr (by omega)
    · unfold crystal
      rw [card_image_of_injective, card_range]
      intro i j h
      have h' : r + q * i = r + q * j := h
      exact Nat.eq_of_mul_eq_mul_left (show 0 < q by omega) (by omega)
  have bound : 0 < q → ∀ T, IsConfiguration q N T → energy V (crystal q N 0) ≤ energy V T ∧
      (energy V T ≤ energy V (crystal q N 0) → ∃ r < q, T = crystal q N r) := by
    intro hq T hT
    rcases Nat.lt_or_ge 1 q with h2 | h1
    · -- list the occupied sites in increasing order
      obtain ⟨x, hxd⟩ : ∃ x : ℕ → ℕ, ∀ i (h : i < N), x i = T.orderEmbOfFin hT.2 ⟨i, h⟩ :=
        ⟨fun i => if h : i < N then T.orderEmbOfFin hT.2 ⟨i, h⟩ else 0, fun i h => dif_pos h⟩
      have hx : ∀ i j, i < j → j < N → x i < x j := by
        intro i j hij hj
        rw [hxd i (hij.trans hj), hxd j hj]
        exact (T.orderEmbOfFin hT.2).strictMono hij
      have hmem : ∀ i, i < N → x i ∈ T := by
        intro i hi
        rw [hxd i hi]
        exact orderEmbOfFin_mem T hT.2 _
      have hTx : (range N).image x = T := by
        refine eq_of_subset_of_card_le ?_ ?_
        · intro a ha
          obtain ⟨i, hi, rfl⟩ := mem_image.mp ha
          exact hmem i (mem_range.mp hi)
        · rw [card_image_of_injOn, card_range, hT.2]
          intro i hi j hj h
          have hi' := mem_range.mp (mem_coe.mp hi)
          have hj' := mem_range.mp (mem_coe.mp hj)
          by_contra hne
          rcases lt_or_gt_of_ne hne with h3 | h3
          · exact (hx i j h3 hj').ne h
          · exact (hx j i h3 hi').ne h.symm
      have hL : ∀ j, j < N → x j < q * N := fun j hj => mem_range.mp (hT.1 (hmem j hj))
      have hb := ordered_bound hV h2 hx hL
      rw [← energy_ordered V hx, hTx, ← energy_crystal V hq N 0] at hb
      refine ⟨hb.1, fun hE => ⟨x 0, ?_, ?_⟩⟩
      · have h3 := hb.2 hE (N - 1) (by omega)
        have h4 := hL (N - 1) (by omega)
        have h5 : q * N = q * (N - 1) + q := by
          rw [← Nat.mul_succ]
          congr 1
          omega
        omega
      · rw [← hTx]
        exact image_congr fun j hj => hb.2 hE j (mem_range.mp (mem_coe.mp hj))
    · -- at `q = 1` the ring is full
      have hq1 : q = 1 := by omega
      subst hq1
      have full : ∀ U, IsConfiguration 1 N U → U = range (1 * N) := fun U hU =>
        eq_of_subset_of_card_le hU.1 (by rw [card_range, hU.2, one_mul])
      have h : T = crystal 1 N 0 := (full T hT).trans (full _ (conf 0 hq)).symm
      exact ⟨by rw [h], fun _ => ⟨0, hq, h⟩⟩
  constructor
  · rintro ⟨hS, hmin⟩
    have hq : 0 < q := by
      rcases Nat.eq_zero_or_pos q with h | h
      · have h1 := card_le_card hS.1
        rw [hS.2, card_range, h, zero_mul] at h1
        omega
      · exact h
    exact (bound hq S hS).2 (hmin _ (conf 0 hq))
  · rintro ⟨r, hr, rfl⟩
    have hq : 0 < q := by omega
    refine ⟨conf r hr, fun T hT => ?_⟩
    rw [energy_crystal V hq N r, ← energy_crystal V hq N 0]
    exact (bound hq T hT).1

/-- With at least one particle and a strictly convex repulsion, the number of ground states at
filling `1/q` is `q`. -/
theorem groundState_degeneracy {V : ℕ → ℝ} {q N : ℕ} (hN : 0 < N)
    (hV : ConvexRepulsion V (q * N)) : {S | IsGroundState V q N S}.ncard = q := by
  have h : {S | IsGroundState V q N S} = ((range q).image (crystal q N) : Finset (Finset ℕ)) := by
    ext S
    rw [Set.mem_ofPred_eq, groundState_iff_crystal hN hV, mem_coe, mem_image]
    constructor
    · rintro ⟨r, hr, h⟩
      exact ⟨r, mem_range.mpr hr, h.symm⟩
    · rintro ⟨r, hr, h⟩
      exact ⟨r, mem_range.mp hr, h.symm⟩
  rw [h, Set.ncard_coe_finset, card_image_of_injOn, card_range]
  -- the offset is the only occupied site below `q`
  intro r hr t _ hrt
  have hr' := mem_range.mp (mem_coe.mp hr)
  have h1 : r ∈ crystal q N r := mem_image.mpr ⟨0, mem_range.mpr hN, by simp⟩
  rw [show crystal q N r = crystal q N t from hrt] at h1
  obtain ⟨i, _, hi⟩ := mem_image.mp h1
  have hi' : t + q * i = r := hi
  rcases Nat.eq_zero_or_pos i with h0 | h0
  · rw [h0, mul_zero, add_zero] at hi'
    exact hi'.symm
  · have h2 := Nat.mul_le_mul_left q (show 1 ≤ i from h0)
    rw [mul_one] at h2
    omega

/-- Coulomb repulsion along the chord between two sites of a ring of `L` sites, in units where the
ring has unit diameter; the domain is `0 < d < L`. -/
def chordCoulomb (L d : ℕ) : ℝ := 1 / Real.sin (Real.pi * d / L)

/-- The chord Coulomb repulsion is mirror symmetric and strictly convex on the ring. -/
theorem chordCoulomb_witness (L : ℕ) : ConvexRepulsion (chordCoulomb L) L := by
  have pos : ∀ e : ℕ, 0 < e → e < L → 0 < Real.sin (Real.pi * e / L) := by
    intro e he heL
    have h1 : (0 : ℝ) < e := by exact_mod_cast he
    have h2 : (e : ℝ) < L := by exact_mod_cast heL
    have h3 : (0 : ℝ) < L := h1.trans h2
    refine Real.sin_pos_of_pos_of_lt_pi (div_pos (mul_pos Real.pi_pos h1) h3) ?_
    rw [div_lt_iff₀ h3]
    nlinarith [Real.pi_pos]
  constructor
  · intro d hd hdL
    have hL : (L : ℝ) ≠ 0 := by
      have : L ≠ 0 := by omega
      exact_mod_cast this
    have e : Real.pi * ((L - d : ℕ) : ℝ) / L = Real.pi - Real.pi * d / L := by
      rw [Nat.cast_sub hdL.le, mul_sub, sub_div, mul_div_cancel_right₀ _ hL]
    unfold chordCoulomb
    rw [e, Real.sin_pi_sub]
  · intro d hd hdL
    have hp := pos d hd (by omega)
    have hm := pos (d + 1) (by omega) (by omega)
    have hr := pos (d + 2) (by omega) hdL
    have h1 := pos 1 one_pos (by omega)
    have hc : Real.cos (Real.pi * (1 : ℕ) / L) < 1 := by
      nlinarith [Real.sin_sq_add_cos_sq (Real.pi * (1 : ℕ) / L), mul_pos h1 h1,
        sq_nonneg (Real.cos (Real.pi * (1 : ℕ) / L) - 1)]
    -- the neighbouring chords are on average shorter than the middle one
    have hsum : Real.sin (Real.pi * d / L) + Real.sin (Real.pi * (d + 2 : ℕ) / L) =
        2 * Real.sin (Real.pi * (d + 1 : ℕ) / L) * Real.cos (Real.pi * (1 : ℕ) / L) := by
      have e1 : Real.pi * d / L = Real.pi * (d + 1 : ℕ) / L - Real.pi * (1 : ℕ) / L := by
        push_cast
        ring
      have e2 : Real.pi * (d + 2 : ℕ) / L =
          Real.pi * (d + 1 : ℕ) / L + Real.pi * (1 : ℕ) / L := by
        push_cast
        ring
      rw [e1, e2, Real.sin_sub, Real.sin_add]
      ring
    have hlt : Real.sin (Real.pi * d / L) + Real.sin (Real.pi * (d + 2 : ℕ) / L) <
        2 * Real.sin (Real.pi * (d + 1 : ℕ) / L) := by
      rw [hsum]
      nlinarith [mul_pos hm (sub_pos.mpr hc)]
    unfold chordCoulomb
    rw [div_add_div _ _ hp.ne' hr.ne', mul_one_div, div_lt_div_iff₀ hm (mul_pos hp hr)]
    nlinarith [mul_pos (add_pos hp hr) (sub_pos.mpr hlt),
      sq_nonneg (Real.sin (Real.pi * d / L) - Real.sin (Real.pi * (d + 2 : ℕ) / L))]

end

end ThinTorusHall
```

```lean
#print axioms ThinTorusHall.groundState_iff_crystal
#print axioms ThinTorusHall.groundState_degeneracy
```

```
'ThinTorusHall.groundState_iff_crystal' depends on axioms: [propext, Classical.choice, Quot.sound]
'ThinTorusHall.groundState_degeneracy' depends on axioms: [propext, Classical.choice, Quot.sound]
```

## From Lean sets to charge patterns

`IsConfiguration` selects $N$-element subsets of $\{0,\dots,qN-1\}$, `energy` counts each pair once, and `ConvexRepulsion` holds the two conditions on $V$. `groundState_iff_crystal` identifies the minimisers, and `groundState_degeneracy` counts them.

`energy_ordered` and `energy_crystal` rewrite energies as sums over labels. `supporting_line` runs one induction in each direction from a separation $m$, later set to $qk$; `force_balance` reflects and exchanges sums to cancel the linear terms. `ordered_bound` adds the nonnegative gaps `g j i`, so one positive gap rules out equality. The main theorem sorts the occupied sites and treats $q=1$ separately.

`chordCoulomb_witness` shows that $1/\sin(\pi d/L)$, Coulomb repulsion along chords, meets both conditions. The reduction of a Landau-level Hamiltonian to a diagonal pair energy is assumed, and nothing here concerns Hall conductance or fractional charge.

With $\ge$ in place of $>$ in the convexity condition, the same argument still makes the equally spaced patterns minimal, but others may tie with them. Nearest-neighbour repulsion at $q\ge3$ and $N\ge2$ is an example.
